# As x → 0⁺, (log(1 + x) − x)/x² tends to −1/2

The lemma `log_second_order` says that (log(1 + x) − x)/x² tends to −1/2 as the real number x tends to 0 from above. Equivalently, log(1 + x) = x − x²/2 + o(x²) in that one-sided limit. The attempt bounds the distance from −1/2 by 2x for 0 < x < 1/2, using a Taylor remainder estimate for the logarithm, and then lets the bound go to zero.

This version doesn't compile in Lean 4 with Mathlib:

```lean
import Mathlib

open Filter Topology

namespace RPAExchangeKernel

noncomputable section

private theorem tendsto_scale {c : ℝ} (hc : 0 < c) :
    Tendsto (fun x : ℝ => x * c) (𝓝[>] 0) (𝓝[>] 0) := by
  refine tendsto_nhdsWithin_iff.2 ⟨?_, ?_⟩
  · have h : Tendsto (fun x : ℝ => x * c) (𝓝 0) (𝓝 (0 * c)) :=
      (continuous_id.mul continuous_const).tendsto 0
    rw [zero_mul] at h
    exact h.mono_left nhdsWithin_le_nhds
  · filter_upwards [self_mem_nhdsWithin] with x hx
    exact mul_pos hx hc

private theorem log_second_order :
    Tendsto (fun x : ℝ => (Real.log (1 + x) - x) / x ^ 2) (𝓝[>] 0) (𝓝 (-1 / 2)) := by
  rw [← tendsto_sub_nhds_zero_iff]
  have hb := (tendsto_scale (c := 2) two_pos).mono_right nhdsWithin_le_nhds
  refine squeeze_zero_norm' ?_ hb
  filter_upwards [Ioo_mem_nhdsGT (show (0 : ℝ) < 1 / 2 by norm_num)] with x hx
  obtain ⟨h0, h1⟩ := hx
  -- Taylor remainder of the logarithm after two terms
  have h := Real.abs_log_sub_add_sum_range_le (x := -x)
    (by rw [abs_neg, abs_of_pos h0]; linarith) 2
  have h3 : Real.log (1 + x) - x + x ^ 2 / 2 =
      (∑ i ∈ Finset.range 2, (-x) ^ (i + 1) / ((i : ℝ) + 1)) + Real.log (1 - -x) := by
    simp only [Finset.sum_range_succ, Finset.sum_range_zero, Nat.cast_zero, Nat.cast_one,
      sub_neg_eq_add]
    ring
  have e : (Real.log (1 + x) - x) / x ^ 2 - -1 / 2 =
      (Real.log (1 + x) - x + x ^ 2 / 2) / x ^ 2 := by
    have : x ^ 2 / 2 / x ^ 2 = 1 / 2 := by field_simp
    rw [add_div, this]
    ring
  rw [e, Real.norm_eq_abs, abs_div, abs_of_pos (pow_pos h0 2), div_le_iff₀ (pow_pos h0 2), h3]
  refine h.trans ?_
  rw [abs_neg, abs_of_pos h0, div_le_iff₀ (by linarith)]
  nlinarith [mul_nonneg (pow_pos h0 3).le (show 0 ≤ 1 - 2 * x by linarith)]

end

end RPAExchangeKernel
```

The error:

```
Main.lean:42:2: error: linarith failed to find a contradiction
hb : Tendsto (fun x => x * 2) (𝓝[>] 0) (𝓝 0)
x : ℝ
h0 : 0 < x
h1 : x < 1 / 2
h : |∑ i ∈ Finset.range 2, (-x) ^ (i + 1) / (↑i + 1) + Real.log (1 - -x)| ≤ |(-x)| ^ (2 + 1) / (1 - |(-x)|)
h3 : Real.log (1 + x) - x + x ^ 2 / 2 = ∑ i ∈ Finset.range 2, (-x) ^ (i + 1) / (↑i + 1) + Real.log (1 - -x)
e : (Real.log (1 + x) - x) / x ^ 2 - -1 / 2 = (Real.log (1 + x) - x + x ^ 2 / 2) / x ^ 2
a✝ : x * 2 * x ^ 2 * (1 - x) < x ^ (2 + 1)
⊢ False
failed
```

The one error is at the final `nlinarith`, which has to show that `x ^ (2 + 1)` is at most `x * 2 * x ^ 2 * (1 - x)`. The inequality is true, and the supplied hint, that x³(1 − 2x) is nonnegative, is exactly the difference of the two sides. The trouble is the exponent `2 + 1`, left by the remainder estimate when it is used with two terms. The parser behind `linarith` and `nlinarith` expands a power only when its exponent is a plain numeral, so it treats `x ^ (2 + 1)` as an unknown quantity unrelated to the `x ^ 3` in the hint, and the terms cannot cancel.

The repair proves the identity `key` with `ring`, which does evaluate `2 + 1`. Rewriting backwards with `sub_nonneg` turns the goal into nonnegativity of the difference, and `key` puts that in the form `x ^ 3 * (1 - 2 * x)`. Then `mul_nonneg` finishes the proof, as x is positive and less than 1/2.

This version goes through:

```diff
@@ -40,5 +40,7 @@
   refine h.trans ?_
   rw [abs_neg, abs_of_pos h0, div_le_iff₀ (by linarith)]
-  nlinarith [mul_nonneg (pow_pos h0 3).le (show 0 ≤ 1 - 2 * x by linarith)]
+  have key : x * 2 * x ^ 2 * (1 - x) - x ^ (2 + 1) = x ^ 3 * (1 - 2 * x) := by ring
+  rw [← sub_nonneg, key]
+  exact mul_nonneg (pow_pos h0 3).le (by linarith)
 
 end
```
